# In a quadratic model with positive curvature along the allowed displacements, compatible redundant linear constraints fix one geometry and one constraint force

Suppose that a geometry optimisation holds fixed all three bond angles around a planar, three-coordinate atom. At planarity the angles add up to 360°, and to first order every displacement leaves this sum unchanged. The three linearised constraints are therefore dependent: any two of them imply the third. The linear system for the constrained step is then singular, which raises the question of what the singularity leaves undetermined: the geometry, the force that holds the constraints, or only the way in which this force is divided among them.

Let $x$ be the vector of coordinates, measured from a reference geometry, and take the quadratic energy model
$$E(x)=\tfrac12\,x\cdot Ax-b\cdot x ,$$
with a symmetric Hessian $A$ and a linear term $b$, which is the force (the negative energy gradient) at the reference geometry. The constraints are $Cx=d$, where each row of $C$ is the gradient of one constrained quantity and $d$ holds the prescribed changes of these quantities from the reference geometry. A quantity that is to keep its reference value has the entry zero in $d$. In the file the finite type `n` labels coordinates and the finite type `m` labels constraints.

```lean
import Mathlib

open Matrix

namespace RedundantConstraints

variable {m n : Type*} [Fintype m] [Fintype n]
```

## Stationarity and curvature

With one multiplier per constraint, collected in $l$, the Lagrangian $E(x)+l\cdot(Cx-d)$ is stationary when
$$Ax+C^{T}l=b,\qquad Cx=d .$$
The predicate `IsStationary A C b d x l` states these two equations; `*ᵥ` is the product of a matrix with a vector. The vector $C^Tl$ is called the constraint force here. With the sign convention of this Lagrangian, the mechanical force exerted by the constraints is $-C^Tl$, and the sign affects none of the conclusions.

```lean
/-- The stationarity equations of a quadratic model with Hessian `A`, linear term `b` and
linear constraints `C x = d`, for a geometry `x` and multipliers `l`. -/
def IsStationary (A : Matrix n n ℝ) (C : Matrix m n ℝ) (b : n → ℝ) (d : m → ℝ)
    (x : n → ℝ) (l : m → ℝ) : Prop :=
  A *ᵥ x + Cᵀ *ᵥ l = b ∧ C *ᵥ x = d
```

A displacement $z$ respects the constraints when $Cz=0$. The assumption on the Hessian concerns these displacements only:
$$Cz=0,\quad z\neq0\quad\Longrightarrow\quad z\cdot Az>0 .$$
Physically, the model energy curves upwards along every direction that the constraints leave open, so that a constrained stationary point is a minimum on the constraint surface. In other directions $A$ may have negative curvature, as it does near a saddle point.

The condition also excludes free overall motion. Translating an isolated molecule changes neither its energy nor its internal coordinates, so in Cartesian coordinates with purely internal constraints the condition fails until such motions have been removed or constrained.

In `StableAlong`, `⬝ᵥ` is the ordinary dot product. Symmetry of $A$ is not assumed anywhere in the file. The theorems include the symmetric case, which is the one in which the equations come from the energy $E$.

```lean
/-- The curvature of `A` is positive along every nonzero displacement that leaves the
constraints unchanged. -/
def StableAlong (A : Matrix n n ℝ) (C : Matrix m n ℝ) : Prop :=
  ∀ z : n → ℝ, C *ᵥ z = 0 → z ≠ 0 → 0 < z ⬝ᵥ (A *ᵥ z)
```

## The constraint force does no work along allowed displacements

For any displacement $z$ and multipliers $l$, moving the transpose across the dot product gives
$$z\cdot(C^Tl)=(Cz)\cdot l .$$
If $Cz=0$, the right side vanishes. The Lean proof is the same transposition, carried out by two rewriting lemmas.

```lean
/-- The work of the constraint force `Cᵀ l` along a displacement `z` equals the multipliers
paired with the change `C z` of the constraints. -/
theorem virtual_work (C : Matrix m n ℝ) (z : n → ℝ) (l : m → ℝ) :
    z ⬝ᵥ (Cᵀ *ᵥ l) = (C *ᵥ z) ⬝ᵥ l := by
  rw [dotProduct_mulVec, vecMul_transpose]
```

Now set $b=0$ and $d=0$, and let $z$ and $l$ satisfy
$$Az+C^Tl=0,\qquad Cz=0 .$$
Taking the dot product of the first equation with $z$ gives
$$0=z\cdot Az+z\cdot(C^Tl)=z\cdot Az+(Cz)\cdot l=z\cdot Az .$$
If $z$ were nonzero, the curvature condition would make the last expression positive. Hence $z=0$, and the first equation reduces to $C^Tl=0$. It does not follow that $l=0$.

In the code, `congrArg` takes the dot product with $z$, `simp only` removes the work term, and `linarith` finds the contradiction with positive curvature.

```lean
/-- Under the curvature condition, with the linear term and the constraint values set to zero, the
displacement and the constraint force both vanish. -/
theorem homogeneous_trivial {A : Matrix n n ℝ} {C : Matrix m n ℝ} (hA : StableAlong A C)
    {z : n → ℝ} {l : m → ℝ} (h : IsStationary A C 0 0 z l) :
    z = 0 ∧ Cᵀ *ᵥ l = 0 := by
  obtain ⟨h1, h2⟩ := h
  have hz : z = 0 := by
    by_contra hne
    have hp := hA z h2 hne
    -- the constraint force does no work along z, so the curvature along z is zero
    have h := congrArg (fun v => z ⬝ᵥ v) h1
    simp only [dotProduct_add, virtual_work, h2, zero_dotProduct, dotProduct_zero,
      add_zero] at h
    linarith
  refine ⟨hz, ?_⟩
  rw [hz, mulVec_zero, zero_add] at h1
  exact h1
```

## Two solutions share geometry and force

Let $(x,l)$ and $(x',l')$ solve the equations with the same $b$ and $d$. Subtraction gives
$$A(x-x')+C^T(l-l')=0,\qquad C(x-x')=0 .$$
These are the homogeneous equations just treated, so $x=x'$ and $C^Tl=C^Tl'$. The intermediate fact `hdiff` is this subtraction, and `homogeneous_trivial` does the rest.

```lean
/-- Under the curvature condition, any two solutions of the stationarity equations have the same
geometry and the same constraint force. -/
theorem geometry_and_force_unique {A : Matrix n n ℝ} {C : Matrix m n ℝ}
    (hA : StableAlong A C) {b : n → ℝ} {d : m → ℝ} {x x' : n → ℝ} {l l' : m → ℝ}
    (h : IsStationary A C b d x l) (h' : IsStationary A C b d x' l') :
    x = x' ∧ Cᵀ *ᵥ l = Cᵀ *ᵥ l' := by
  have hdiff : IsStationary A C 0 0 (x - x') (l - l') := by
    constructor
    · have e : A *ᵥ x - A *ᵥ x' + (Cᵀ *ᵥ l - Cᵀ *ᵥ l')
          = (A *ᵥ x + Cᵀ *ᵥ l) - (A *ᵥ x' + Cᵀ *ᵥ l') := by abel
      rw [mulVec_sub, mulVec_sub, e, h.1, h'.1, sub_self]
    · rw [mulVec_sub, h.2, h'.2, sub_self]
  obtain ⟨hx, hl⟩ := homogeneous_trivial hA hdiff
  rw [mulVec_sub] at hl
  exact ⟨sub_eq_zero.mp hx, sub_eq_zero.mp hl⟩
```

## Compatible constraints have a solution

Redundant constraints can contradict each other, for instance when the same distance is given two different values. Compatibility means that some geometry $x_0$ satisfies $Cx_0=d$, or equivalently that $d$ lies in the range of $C$. In the file this is the hypothesis `hd`.

To obtain a solution, restrict the multipliers to the range of $C$ and consider the linear map
$$K(x,l)=(Ax+C^Tl,\;Cx),\qquad l\in\operatorname{range}C .$$
It sends the space $\mathbb R^n\times\operatorname{range}C$ to itself. Suppose that $K(z,l)=0$ with $l=Cy$. The homogeneous result gives $z=0$ and $C^TCy=0$, and therefore
$$0=y\cdot(C^TCy)=(Cy)\cdot(Cy),$$
so $l=Cy=0$. Thus $K$ is injective. An injective linear map of a finite-dimensional space to itself is also surjective, and $(b,d)$ belongs to this space because the constraints are compatible. Some pair $(x,Cy)$ is therefore mapped to $(b,d)$, and this pair solves the equations.

The restriction is what makes the argument work: on the space of all multipliers, a dependency among the rows would spoil injectivity. In Lean, `K` is assembled from its two components, `hinj` is the injectivity argument, and `LinearMap.injective_iff_surjective` supplies the step from injective to surjective.

```lean
/-- If the curvature condition holds and the constraints are compatible, the stationarity equations
have a solution whose multiplier vector lies in the range of `C`. -/
theorem exists_solution {A : Matrix n n ℝ} {C : Matrix m n ℝ} (hA : StableAlong A C)
    (b : n → ℝ) {d : m → ℝ} (hd : ∃ x₀, C *ᵥ x₀ = d) :
    ∃ x y : n → ℝ, IsStationary A C b d x (C *ᵥ y) := by
  -- the stationarity map, with multipliers restricted to the range of C
  let K : ((n → ℝ) × LinearMap.range C.mulVecLin) →ₗ[ℝ]
      ((n → ℝ) × LinearMap.range C.mulVecLin) :=
    (A.mulVecLin.coprod (Cᵀ.mulVecLin ∘ₗ (LinearMap.range C.mulVecLin).subtype)).prod
      (C.mulVecLin.rangeRestrict ∘ₗ LinearMap.fst ℝ (n → ℝ) (LinearMap.range C.mulVecLin))
  have hinj : Function.Injective K := by
    rw [injective_iff_map_eq_zero]
    rintro ⟨z, ⟨l, y, rfl⟩⟩ h
    have h1 : A *ᵥ z + Cᵀ *ᵥ (C *ᵥ y) = 0 := congrArg Prod.fst h
    have h2 : C *ᵥ z = 0 :=
      congrArg (fun p : (n → ℝ) × LinearMap.range C.mulVecLin => (p.2 : m → ℝ)) h
    obtain ⟨hz, hf⟩ := homogeneous_trivial hA ⟨h1, h2⟩
    have hl : C *ᵥ y = 0 := by
      have hw := virtual_work C y (C *ᵥ y)
      rw [hf, dotProduct_zero] at hw
      exact dotProduct_self_eq_zero.mp hw.symm
    exact Prod.ext hz (Subtype.ext hl)
  obtain ⟨x₀, rfl⟩ := hd
  -- in finite dimension an injective endomorphism is onto
  obtain ⟨⟨x, ⟨l, y, rfl⟩⟩, h⟩ :=
    LinearMap.injective_iff_surjective.mp hinj (b, ⟨C *ᵥ x₀, x₀, rfl⟩)
  have h1 : A *ᵥ x + Cᵀ *ᵥ (C *ᵥ y) = b := congrArg Prod.fst h
  have h2 : C *ᵥ x = C *ᵥ x₀ :=
    congrArg (fun p : (n → ℝ) × LinearMap.range C.mulVecLin => (p.2 : m → ℝ)) h
  exact ⟨x, y, h1, h2⟩
```

## When the individual multipliers are determined

Fix a solution $(x,l)$. Another vector $l'$ solves the equations at the same $x$ exactly when $C^Tl'=C^Tl$, that is, when $g=l'-l$ satisfies
$$C^Tg=\sum_i g_i C_i=0,$$
where $C_i$ is row $i$ of $C$. Such a $g$ is a linear dependency among the constraint gradients. The multipliers are unique if and only if the only dependency is $g=0$, which means that $C$ has full row rank. For the three angles, adding the same number to all three multipliers changes nothing in the force, provided that the angles are measured in the same unit.

The fact `key` identifies the sum over rows with $C^Tg$. One direction of the proof adds a dependency to $l$ and uses uniqueness to conclude that it is zero; the other applies independence to $l'-l$. The curvature condition is not needed here, because the geometry is held fixed.

```lean
/-- At a given stationary geometry the multipliers are unique exactly when the constraint
gradients, the rows of `C`, are linearly independent. -/
theorem multiplier_unique_iff {A : Matrix n n ℝ} {C : Matrix m n ℝ} {b : n → ℝ} {d : m → ℝ}
    {x : n → ℝ} {l : m → ℝ} (h : IsStationary A C b d x l) :
    (∀ l', IsStationary A C b d x l' → l' = l) ↔ LinearIndependent ℝ (fun i => C i) := by
  have key : ∀ g : m → ℝ, ∑ i, g i • C i = Cᵀ *ᵥ g := by
    intro g
    ext j
    simp only [Finset.sum_apply, Pi.smul_apply, smul_eq_mul, mulVec, dotProduct,
      transpose_apply, mul_comm]
  constructor
  · intro hu
    refine Fintype.linearIndependent_iff.mpr fun g hg i => ?_
    have hg' : Cᵀ *ᵥ g = 0 := (key g).symm.trans hg
    -- a dependency g among the rows can be added to the multipliers
    have hs := hu (l + g) ⟨by rw [mulVec_add, hg', add_zero]; exact h.1, h.2⟩
    have e : l i + g i = l i := congrFun hs i
    linarith
  · intro hli l' h'
    have hg : Cᵀ *ᵥ (l' - l) = 0 := by
      rw [mulVec_sub]
      exact sub_eq_zero.mpr (add_left_cancel (h'.1.trans h.1.symm))
    ext i
    have e : l' i - l i = 0 :=
      Fintype.linearIndependent_iff.mp hli (l' - l) ((key _).trans hg) i
    linarith
```

The parts now combine into the main theorem. Given `StableAlong A C` and compatible constraints, there are a geometry $x$ and a force $f$ with three properties:

- some multiplier vector $l$ makes $(x,l)$ a solution;
- every solution $(x',l')$ has $x'=x$ and $C^Tl'=f$;
- exactly one multiplier vector belongs to $x$ if and only if the rows of $C$ are linearly independent.

Since every solution has the geometry $x$, the third property decides uniqueness of the multipliers among all solutions. The proof takes $x$ and $f$ from the solution already constructed, and then translates between "every other multiplier vector equals this one" and the unique-existence quantifier `∃!`.

For a constrained optimisation step within one quadratic model with linear constraints, this means that redundancy among compatible constraints does no harm to the predicted geometry, while a single multiplier need not have a meaning of its own. The theorem concerns one such step. It does not address curved constraints, the convergence of repeated steps or the numerical solution of a nearly singular system.

```lean
/-- Under the curvature condition and for compatible, possibly redundant constraints, a stationary
geometry exists, all solutions share this geometry and one constraint force, and the multipliers are
unique exactly when the rows of `C` are linearly independent. -/
theorem redundant_constraints {A : Matrix n n ℝ} {C : Matrix m n ℝ} (hA : StableAlong A C)
    (b : n → ℝ) {d : m → ℝ} (hd : ∃ x₀, C *ᵥ x₀ = d) :
    ∃ x f : n → ℝ, (∃ l, IsStationary A C b d x l) ∧
      (∀ x' l', IsStationary A C b d x' l' → x' = x ∧ Cᵀ *ᵥ l' = f) ∧
      ((∃! l, IsStationary A C b d x l) ↔ LinearIndependent ℝ (fun i => C i)) := by
  obtain ⟨x, y, h⟩ := exists_solution hA b hd
  refine ⟨x, Cᵀ *ᵥ (C *ᵥ y), ⟨_, h⟩,
    fun x' l' h' => geometry_and_force_unique hA h' h, ?_⟩
  rw [← multiplier_unique_iff h]
  constructor
  · rintro ⟨l₀, _, hu⟩ l' h'
    exact (hu l' h').trans (hu _ h).symm
  · intro hu
    exact ⟨_, h, hu⟩
```

## The shortest multiplier vector

If a definite choice of multipliers is wanted, the solution found above provides one. Let $l_0=Cy$ be its multiplier vector and $l'$ that of any other solution. Both give the same force, so
$$l_0\cdot(l'-l_0)=(Cy)\cdot(l'-l_0)=y\cdot C^T(l'-l_0)=0 .$$
The difference is orthogonal to $l_0$, and hence
$$l'\cdot l'=l_0\cdot l_0+(l'-l_0)\cdot(l'-l_0).$$
The last term is positive whenever $l'\neq l_0$, so $l_0$ is strictly shorter than every other multiplier vector. In the code, `ho` is the orthogonality relation and `hpos` the positivity of the last term.

Length here is the plain Euclidean length in the space of constraints. Rescaling one constraint, for example by changing an angle from degrees to radians, can select a different distribution of the same force.

```lean
/-- Under the curvature condition and for compatible constraints, there is a solution whose
multiplier vector lies in the range of `C` and, among the multiplier vectors of all solutions, is
strictly shorter than every other multiplier vector. -/
theorem shortest_multiplier {A : Matrix n n ℝ} {C : Matrix m n ℝ} (hA : StableAlong A C)
    (b : n → ℝ) {d : m → ℝ} (hd : ∃ x₀, C *ᵥ x₀ = d) :
    ∃ x y : n → ℝ, IsStationary A C b d x (C *ᵥ y) ∧
      ∀ x' l', IsStationary A C b d x' l' → l' ≠ C *ᵥ y →
        (C *ᵥ y) ⬝ᵥ (C *ᵥ y) < l' ⬝ᵥ l' := by
  obtain ⟨x, y, h⟩ := exists_solution hA b hd
  refine ⟨x, y, h, fun x' l' h' hne => ?_⟩
  have hf := (geometry_and_force_unique hA h' h).2
  -- the difference of the multipliers is orthogonal to C y
  have ho : (C *ᵥ y) ⬝ᵥ l' = (C *ᵥ y) ⬝ᵥ (C *ᵥ y) := by
    rw [← virtual_work, ← virtual_work, hf]
  have hnn : 0 ≤ (l' - C *ᵥ y) ⬝ᵥ (l' - C *ᵥ y) :=
    Finset.sum_nonneg fun i _ => mul_self_nonneg _
  have hn0 : (l' - C *ᵥ y) ⬝ᵥ (l' - C *ᵥ y) ≠ 0 := fun h0 =>
    hne (sub_eq_zero.mp (dotProduct_self_eq_zero.mp h0))
  have hpos := lt_of_le_of_ne hnn hn0.symm
  rw [sub_dotProduct, dotProduct_sub, dotProduct_sub, dotProduct_comm l' (C *ᵥ y), ho] at hpos
  linarith
```

## One coordinate fixed twice

A two-dimensional example shows the ambiguity explicitly. Number the coordinates 0 and 1, as in Lean, and take
$$A=\begin{pmatrix}1&0\\0&-1\end{pmatrix},\quad C=\begin{pmatrix}0&1\\0&1\end{pmatrix},\quad b=\begin{pmatrix}p\\q\end{pmatrix},\quad d=\begin{pmatrix}t\\t\end{pmatrix},$$
where $p$, $q$ and $t$ are arbitrary real numbers. The Hessian has a negative direction, and the constraints fix precisely that coordinate, twice. An allowed displacement has $z_1=0$, so $z\cdot Az=z_0^2$, which is positive unless $z=0$. The stationarity equations read
$$x_0=p,\qquad -x_1+l_0+l_1=q,\qquad x_1=t,$$
where $x_0,x_1$ and $l_0,l_1$ are now the components of $x$ and $l$. Their solutions are exactly
$$x=(p,t),\qquad l_0+l_1=q+t .$$
The constraint force is $(0,q+t)$ in every case, however the sum is split between the two multipliers.

The first half of the Lean proof checks the curvature condition. The second half reads the equations off component by component and, for the converse, substitutes the stated solution back into them.

```lean
/-- For the indefinite Hessian diag(1, -1) with the second coordinate fixed to `t` twice, the
curvature condition holds, the geometry is `(p, t)`, and only the sum of the two multipliers is
determined. -/
theorem doubled_constraint_witness (p q t : ℝ) :
    StableAlong !![(1 : ℝ), 0; 0, -1] !![(0 : ℝ), 1; 0, 1] ∧
    ∀ x l : Fin 2 → ℝ,
      IsStationary !![(1 : ℝ), 0; 0, -1] !![(0 : ℝ), 1; 0, 1] ![p, q] ![t, t] x l ↔
        x = ![p, t] ∧ l 0 + l 1 = q + t := by
  constructor
  · intro z hz hne
    have h1 : z 1 = 0 := by
      simpa [mulVec, dotProduct, Fin.sum_univ_two] using congrFun hz 0
    have h0 : z 0 ≠ 0 := fun h0 => hne (by ext i; fin_cases i <;> simp [h0, h1])
    have e : z ⬝ᵥ (!![(1 : ℝ), 0; 0, -1] *ᵥ z) = z 0 ^ 2 := by
      simp [mulVec, dotProduct, Fin.sum_univ_two, h1, sq]
    rw [e]
    positivity
  · intro x l
    constructor
    · rintro ⟨h1, h2⟩
      have e0 := congrFun h1 0
      have e1 := congrFun h1 1
      have e2 := congrFun h2 0
      simp [mulVec, dotProduct, Fin.sum_univ_two] at e0 e1 e2
      refine ⟨?_, by linarith⟩
      ext i
      fin_cases i
      · simpa using e0
      · simpa using e2
    · rintro ⟨rfl, h⟩
      constructor <;> ext i <;> fin_cases i <;>
        simp [mulVec, dotProduct, Fin.sum_univ_two]
      linarith

end RedundantConstraints
```

```lean
#print axioms RedundantConstraints.redundant_constraints
#print axioms RedundantConstraints.shortest_multiplier
```

```
'RedundantConstraints.redundant_constraints' depends on axioms: [propext, Classical.choice, Quot.sound]
'RedundantConstraints.shortest_multiplier' depends on axioms: [propext, Classical.choice, Quot.sound]
```
